# The pair-density sum of an active set with mean occupation $N_A=J+x$, $J$ an integer, is at least $N_A(N_A-1)+x(1-x)$

Let $p$ be a probability distribution on the subsets $S$ of a finite set of spin orbitals, where $S$ lists the occupied orbitals, and let $\langle\cdot\rangle$ be the average over $p$. With $o_i(S)=1$ if $i\in S$ and $0$ otherwise, the occupations are $n_i=\langle o_i\rangle$, the pair densities are $P_{ij}=\langle o_io_j\rangle$, and an active set $A$ holds $m(S)=|A\cap S|$ electrons, with mean $N_A=\sum_{i\in A}n_i$. The pair-density sum adds $P_{ij}$ over the ordered pairs of distinct orbitals in $A$, so each pair counts twice.

In Lean 4 with Mathlib:

```lean
import Mathlib

open Finset

namespace ActiveSpacePairDensity

noncomputable section

/-- A classical ensemble of configurations: a probability distribution on the sets of
occupied orbitals. -/
structure Ensemble (ι : Type*) [Fintype ι] where
  prob : Finset ι → ℝ
  nonneg : ∀ S, 0 ≤ prob S
  sum_one : ∑ S, prob S = 1

variable {ι : Type*} [Fintype ι] [DecidableEq ι]

/-- The ensemble average of a function of the configuration. -/
def mean (p : Ensemble ι) (f : Finset ι → ℝ) : ℝ := ∑ S, p.prob S * f S

/-- The occupation (0 or 1) of orbital `i` in the configuration `S`. -/
def occ (i : ι) (S : Finset ι) : ℝ := if i ∈ S then 1 else 0

/-- The mean occupation `n_i` of an orbital. -/
def occupation (p : Ensemble ι) (i : ι) : ℝ := mean p (occ i)

/-- The pair density `P_ij`: the probability that `i` and `j` are both occupied. -/
def pair (p : Ensemble ι) (i j : ι) : ℝ := mean p (fun S => occ i S * occ j S)

/-- The number of electrons that the configuration `S` places in the active set `A`. -/
def activeNumber (A S : Finset ι) : ℝ := ((A ∩ S).card : ℝ)

/-- The mean occupation `N_A` of the active set, the sum of its orbital occupations. -/
def activeOccupation (p : Ensemble ι) (A : Finset ι) : ℝ := ∑ i ∈ A, occupation p i

/-- The sum of `P_ij` over ordered pairs of distinct active orbitals. -/
def activePairs (p : Ensemble ι) (A : Finset ι) : ℝ :=
  ∑ i ∈ A, ∑ j ∈ A.erase i, pair p i j

/-- The variance of the number of electrons in the active set. -/
def activeVariance (p : Ensemble ι) (A : Finset ι) : ℝ :=
  mean p (fun S => (activeNumber A S - activeOccupation p A) ^ 2)

omit [Fintype ι] in
/-- In each configuration the active orbital occupations add up to the active number. -/
theorem sum_occ (A S : Finset ι) : ∑ i ∈ A, occ i S = activeNumber A S := by
  simp [occ, activeNumber]

/-- The mean occupation of the active set is the average of the active number. -/
theorem activeOccupation_eq (p : Ensemble ι) (A : Finset ι) :
    activeOccupation p A = mean p (activeNumber A) := by
  unfold activeOccupation occupation mean
  rw [Finset.sum_comm]
  refine Finset.sum_congr rfl fun S _ => ?_
  rw [← Finset.mul_sum, sum_occ]

/-- The active pair sum is the average of `m (m - 1)`, with `m` the active number. -/
theorem activePairs_eq (p : Ensemble ι) (A : Finset ι) :
    activePairs p A = mean p (fun S => activeNumber A S * (activeNumber A S - 1)) := by
  -- count the ordered pairs in a single configuration
  have count : ∀ S : Finset ι, ∑ i ∈ A, ∑ j ∈ A.erase i, occ i S * occ j S
      = activeNumber A S * (activeNumber A S - 1) := by
    intro S
    have inner : ∀ i ∈ A, ∑ j ∈ A.erase i, occ i S * occ j S
        = occ i S * (activeNumber A S - 1) := by
      intro i hi
      have h : occ i S * occ i S = occ i S := by
        unfold occ
        split_ifs <;> norm_num
      rw [← Finset.mul_sum, Finset.sum_erase_eq_sub hi, sum_occ]
      linear_combination -h
    rw [Finset.sum_congr rfl inner, ← Finset.sum_mul, sum_occ]
  unfold activePairs pair mean
  rw [Finset.sum_congr rfl fun i _ => Finset.sum_comm, Finset.sum_comm]
  refine Finset.sum_congr rfl fun S _ => ?_
  beta_reduce
  rw [← count S, Finset.mul_sum]
  exact Finset.sum_congr rfl fun i _ => (Finset.mul_sum _ _ _).symm

/-- The average of `m (m - 1) + a m + c`, with `m` the active number, is fixed by the
active pair sum and the active occupation. -/
theorem mean_quadratic (p : Ensemble ι) (A : Finset ι) (a c : ℝ) :
    mean p (fun S => activeNumber A S * (activeNumber A S - 1) + a * activeNumber A S + c)
      = activePairs p A + a * activeOccupation p A + c := by
  have h1 : ∑ S, p.prob S * c = c := by
    rw [← Finset.sum_mul, p.sum_one, one_mul]
  have h2 : ∑ S, p.prob S * (a * activeNumber A S)
      = a * ∑ S, p.prob S * activeNumber A S := by
    rw [Finset.mul_sum]
    exact Finset.sum_congr rfl fun S _ => by ring
  rw [activePairs_eq, activeOccupation_eq]
  simp only [mean, mul_add, Finset.sum_add_distrib]
  rw [h1, h2]

/-- For every integer `J`, the active pair sum is at least `2 J N_A - J (J + 1)`. -/
theorem linear_condition (p : Ensemble ι) (A : Finset ι) (J : ℤ) :
    2 * J * activeOccupation p A - J * (J + 1) ≤ activePairs p A := by
  have hq := mean_quadratic p A (-2 * J) (J * (J + 1))
  have hpos : 0 ≤ mean p (fun S => activeNumber A S * (activeNumber A S - 1)
      + (-2 * J) * activeNumber A S + J * (J + 1)) := by
    refine Finset.sum_nonneg fun S _ => mul_nonneg (p.nonneg S) ?_
    -- no integer lies strictly between J and J + 1
    have hz : 0 ≤ (((A ∩ S).card : ℤ) - J) * (((A ∩ S).card : ℤ) - J - 1) := by
      rcases le_or_gt ((A ∩ S).card : ℤ) J with h | h
      · nlinarith
      · exact mul_nonneg (by omega) (by omega)
    have hr : (0 : ℝ) ≤ (((A ∩ S).card : ℝ) - J) * (((A ∩ S).card : ℝ) - J - 1) := by
      exact_mod_cast hz
    unfold activeNumber
    nlinarith [hr]
  linarith

/-- If the active set has mean occupation `N_A = J + x` with `J` an integer, the active pair
sum exceeds `N_A (N_A - 1)` by the active-number variance, and by at least `x (1 - x)`. -/
theorem active_pair_bound (p : Ensemble ι) (A : Finset ι) (J : ℤ) (x : ℝ)
    (hN : activeOccupation p A = J + x) :
    activePairs p A - activeOccupation p A * (activeOccupation p A - 1) = activeVariance p A ∧
    x * (1 - x) ≤ activePairs p A - activeOccupation p A * (activeOccupation p A - 1) := by
  constructor
  · -- expand the square in the variance
    have hv : activeVariance p A = activePairs p A
        + (1 - 2 * activeOccupation p A) * activeOccupation p A
        + activeOccupation p A ^ 2 := by
      rw [← mean_quadratic p A (1 - 2 * activeOccupation p A) (activeOccupation p A ^ 2)]
      unfold activeVariance
      congr 1
      funext S
      ring
    linear_combination -hv
  · have h := linear_condition p A J
    rw [hN] at h ⊢
    nlinarith [h]

/-- The ensemble with configuration `S` at weight `1 - x` and `T` at weight `x`, for
`0 ≤ x ≤ 1`. -/
def mixture (S T : Finset ι) (x : ℝ) (h0 : 0 ≤ x) (h1 : x ≤ 1) : Ensemble ι where
  prob U := (if U = S then 1 - x else 0) + (if U = T then x else 0)
  nonneg U := by
    apply add_nonneg <;> split_ifs <;> linarith
  sum_one := by simp [Finset.sum_add_distrib]

/-- Mixing a configuration with `J` active electrons and one with `J + 1`, at weights `1 - x`
and `x` with `0 ≤ x ≤ 1`, gives `N_A = J + x` and attains the lower bound on the pair sum. -/
theorem bound_attained (A S T : Finset ι) (J : ℕ) (x : ℝ) (h0 : 0 ≤ x) (h1 : x ≤ 1)
    (hS : (A ∩ S).card = J) (hT : (A ∩ T).card = J + 1) :
    activeOccupation (mixture S T x h0 h1) A = J + x ∧
    activePairs (mixture S T x h0 h1) A = (J + x) * (J + x - 1) + x * (1 - x) := by
  have hm : ∀ f : Finset ι → ℝ,
      mean (mixture S T x h0 h1) f = (1 - x) * f S + x * f T := by
    intro f
    simp [mean, mixture, add_mul, Finset.sum_add_distrib]
  constructor
  · rw [activeOccupation_eq, hm]
    simp only [activeNumber, hS, hT]
    push_cast
    ring
  · rw [activePairs_eq, hm]
    simp only [activeNumber, hS, hT]
    push_cast
    ring

/-- For three distinct orbitals, the sum of the occupations minus the sum of the three pair
densities is at most one. -/
theorem three_orbital_condition (p : Ensemble ι) {i j k : ι}
    (hij : i ≠ j) (hik : i ≠ k) (hjk : j ≠ k) :
    occupation p i + occupation p j + occupation p k
      - pair p i j - pair p i k - pair p j k ≤ 1 := by
  have symm : ∀ a b, pair p a b = pair p b a := by
    intro a b
    unfold pair
    congr 1
    funext S
    ring
  have hi : i ∉ ({j, k} : Finset ι) := by simp [hij, hik]
  have hj : j ∉ ({k} : Finset ι) := by simp [hjk]
  have key : activePairs p {i, j, k} = ∑ a ∈ ({i, j, k} : Finset ι),
      (∑ b ∈ ({i, j, k} : Finset ι), pair p a b - pair p a a) :=
    Finset.sum_congr rfl fun a ha => Finset.sum_erase_eq_sub ha
  -- the linear condition with J = 1
  have h := linear_condition p {i, j, k} 1
  rw [key] at h
  simp only [activeOccupation, Finset.sum_insert hi, Finset.sum_insert hj,
    Finset.sum_singleton] at h
  push_cast at h
  linarith [symm i j, symm i k, symm j k]

/-- No ensemble on three orbitals has every orbital half occupied and all pair densities of
distinct orbitals equal to zero. -/
theorem half_filled_not_representable :
    ¬ ∃ p : Ensemble (Fin 3), (∀ i, occupation p i = 1 / 2) ∧
      ∀ i j, i ≠ j → pair p i j = 0 := by
  rintro ⟨p, hn, hP⟩
  have h := three_orbital_condition p (i := 0) (j := 1) (k := 2)
    (by decide) (by decide) (by decide)
  linarith [hn 0, hn 1, hn 2, hP 0 1 (by decide), hP 0 2 (by decide), hP 1 2 (by decide)]

end

end ActiveSpacePairDensity
```

```lean
#print axioms ActiveSpacePairDensity.active_pair_bound
-- 'ActiveSpacePairDensity.active_pair_bound' depends on axioms: [propext, Classical.choice, Quot.sound]
#print axioms ActiveSpacePairDensity.bound_attained
-- 'ActiveSpacePairDensity.bound_attained' depends on axioms: [propext, Classical.choice, Quot.sound]
#print axioms ActiveSpacePairDensity.half_filled_not_representable
-- 'ActiveSpacePairDensity.half_filled_not_representable' depends on axioms: [propext, Classical.choice, Quot.sound]
```

## Occupations, pair densities and the bound

An `Ensemble` is the distribution $p$: nonnegative weights with sum one. The functions `occupation`, `pair` and `activeNumber` are $n_i$, $P_{ij}$ and $m$, and `activeOccupation` is $N_A$. The pair sum
$$\Pi_A=\sum_{i\in A}\sum_{j\in A,\,j\neq i}P_{ij}$$
is `activePairs`; it counts each pair twice, once in each order.

The theorem `active_pair_bound` assumes $N_A=J+x$ with $J$ an integer and $x$ real. It states that $\Pi_A-N_A(N_A-1)$ equals the variance of $m$ and is at least $x(1-x)$. The range $0\le x\le1$ is not assumed: outside it $x(1-x)$ is negative and the bound says little. The range is needed in `bound_attained`, where $x$ and $1-x$ are probabilities.

The integer type of $J$ matters. Put one electron in a single active orbital with certainty, so that $N_A=1$ and $\Pi_A=0$. If $J$ could be any real number, $J=x=\tfrac12$ would be allowed, and the bound would read $\tfrac14\le0$.

## The diagonal of a two-particle density matrix

The configuration probabilities of a fermionic state, pure or mixed, in a finite orthonormal spin-orbital basis form such a distribution. The $P_{ij}$ with $i\neq j$ are then diagonal elements of its two-particle density matrix, normalised so that the sum of the diagonal over ordered pairs is the average of $N(N-1)$, with $N$ the total electron number. In density-matrix functional theory the inequalities can therefore test approximate pair densities, as necessary conditions on this diagonal in one chosen finite basis. They do not constrain the off-diagonal elements directly, and the total electron number is not fixed.

The restriction $j\neq i$ needs care. Here `pair p i i` equals $n_i$, since $o_i^2=o_i$, whereas a fermionic pair density vanishes at equal spin orbitals. Summing `pair` over all $i,j\in A$ would give $\langle m^2\rangle$, which is too large by $N_A$.

## From counting pairs to the variance

In one configuration $\sum_{i\in A}o_i=m$ (`sum_occ`), so
$$\sum_{i\in A}\sum_{j\in A,\,j\ne i}o_io_j=\sum_{i\in A}o_i(m-o_i)=\sum_{i\in A}o_i(m-1)=m(m-1).$$
Averaging gives $\Pi_A=\langle m(m-1)\rangle$. This is `activePairs_eq`: its step `count` is the display above, and the remaining lines exchange the sums over orbitals and configurations. Likewise `activeOccupation_eq` gives $N_A=\langle m\rangle$.

By linearity and normalisation, `mean_quadratic` then states, for real $a$ and $c$,
$$\langle m(m-1)+am+c\rangle=\Pi_A+aN_A+c.$$
With $a=1-2N_A$ and $c=N_A^2$ the left side is the variance:
$$\langle(m-N_A)^2\rangle=\Pi_A+(1-2N_A)N_A+N_A^2=\Pi_A-N_A(N_A-1).$$

## No integer lies between $J$ and $J+1$

Since $m$ and $J$ are integers, either $m\le J$ or $m\ge J+1$, and in both cases
$$0\le(m-J)(m-J-1)=m(m-1)-2Jm+J(J+1).$$
Averaging with nonnegative weights gives `linear_condition`:
$$\Pi_A\ge2JN_A-J(J+1).$$
The proof makes the case distinction in the integers (`hz`), carries the result to the reals (`hr`), and applies `mean_quadratic` with $a=-2J$, $c=J(J+1)$. Inserting $N_A=J+x$,
$$\Pi_A-N_A(N_A-1)\ge(J^2+2Jx-J)-(J+x)(J+x-1)=x(1-x).$$

## A mixture that attains the bound, and three half-filled orbitals

Take a configuration with $J$ active electrons at weight $1-x$ and one with $J+1$ at weight $x$. Then $N_A=J+x$ and
$$\Pi_A=(1-x)J(J-1)+x(J+1)J=N_A(N_A-1)+x(1-x).$$
`bound_attained` evaluates these two-term averages; here $J$ is a natural number.

For three distinct orbitals and $J=1$, the linear condition reads $2(P_{ij}+P_{ik}+P_{jk})\ge2(n_i+n_j+n_k)-2$. Halving it gives `three_orbital_condition`:
$$n_i+n_j+n_k-P_{ij}-P_{ik}-P_{jk}\le1.$$
Three half-filled orbitals with vanishing pair densities would give $\tfrac32\le1$, so `half_filled_not_representable` excludes them. Any two of these orbitals alone would be unobjectionable: one electron, found in either with probability $\tfrac12$, has the required values.
